# Sum rules for the quasiparticle weights of a discrete level with nonzero couplings to finitely many levels

A discrete level at energy e_a = 0 is coupled with amplitude V_1 = 2 to one other level, at e_1 = 3. The coupled energies solve

E − 4/(E − 3) = 0,

so E = −1 or E = 4. The share of the discrete level in each eigenstate is Z = 1/(1 + 4/(E − 3)²), which gives 4/5 and 1/5. The shares add up to 1, and the mean energy is (4/5)(−1) + (1/5)(4) = 0 = e_a. The coupling has split the level, but has moved neither its total weight nor its mean energy.

## From one partner to many

Now let the discrete level a couple to finitely many levels k with real energies e_k and nonzero complex amplitudes V_k, so that every level k really mixes with a. The levels k are not coupled to each other. Define

F(E) = E − e_a − Σ_k |V_k|²/(E − e_k)

N(E) = 1 + Σ_k |V_k|²/(E − e_k)²

Z(E) = 1/N(E).

The claim is that, summed over all zeros E_i of F, Σ_i Z(E_i) = 1 and Σ_i Z(E_i) E_i = e_a. The e_k may coincide.

An eigenstate u of the Hamiltonian H with energy E obeys

e_a u_a + Σ_k conj(V_k) u_k = E u_a

V_k u_a = (E − e_k) u_k.

If u_a ≠ 0, the second line forces E ≠ e_k, because V_k ≠ 0. Then u_k = V_k u_a/(E − e_k), and the first line becomes F(E) u_a = 0, so E is a zero of F.

Conversely, each zero E has the eigenvector d with d_a = 1 and d_k = V_k/(E − e_k). Its squared norm is N(E), so the normalised state √Z(E) d has probability Z(E) on the discrete level.

Take an orthonormal eigenbasis u^j with energies λ_j. If λ_j ≠ E, then ⟨u^j, d⟩ = 0. If λ_j = E, inserting u^j_k = V_k u^j_a/(E − e_k) gives ⟨u^j, d⟩ = conj(u^j_a) N(E). The a component of the expansion of d is therefore

1 = Σ_j u^j_a ⟨u^j, d⟩ = N(E) Σ_{λ_j = E} |u^j_a|²,

which means

Z(E) = Σ_{λ_j = E} |u^j_a|².

Since Z(E) > 0, every zero is one of the λ_j, and there are finitely many. Eigenstates whose energy is not a zero have u^j_a = 0, so grouping by energy gives

(H^m)_aa = Σ_j λ_j^m |u^j_a|² = Σ_i Z(E_i) E_i^m.

The cases m = 0, 1, 2 give 1, e_a and e_a² + Σ_k |V_k|².

The condition on V_k matters. Take one partner with e_1 = e_a = 1 and V_1 = 0. Away from e_1, F(E) = E − 1 has no zero, so both sums are 0 instead of 1. In general, a level k with vanishing coupling removes the contribution of one zero from the sums when e_k is a zero of the function F built from the other levels; otherwise it changes neither sum.

## Spectra of a discretised bath

For a non-interacting impurity orbital in a finite bath, the Z(E_i) are the areas of the lines in the orbital's spectral function, normalised to total area 1. With n ≥ 1 distinct e_k in order, F rises from −∞ to +∞ in each gap between neighbours, and has one further zero below and one above them all. A program can bracket the n + 1 zeros, find each by bisection, evaluate Z there, and draw a broadened line of area Z(E_i) at E_i. This bracketing is elementary calculus and is not part of the Lean development.

In the limit of a continuous bath, as for a non-interacting orbital on a metal surface, weight can pass from isolated zeros into a continuum. The sums over isolated zeros alone then need not give 1 and e_a.

## The Hamiltonian and its zeros in Lean

The finite type `ι` labels the levels k.

```lean
import Mathlib

open Matrix

namespace QuasiparticleWeight

noncomputable section

variable {ι : Type*} [Fintype ι] [DecidableEq ι]
```

The index type `Option ι` adds one element, `none`, for the discrete level. The amplitude `V k` stands in row k and column a; some texts use its conjugate there.

```lean
/-- The Hamiltonian of a discrete level `ea` (index `none`) coupled by amplitudes `V k` to
levels `e k` (index `some k`) that are not coupled to each other. -/
def hamiltonian (ea : ℝ) (e : ι → ℝ) (V : ι → ℂ) : Matrix (Option ι) (Option ι) ℂ :=
  Matrix.of fun i j => match i, j with
    | none, none => (ea : ℂ)
    | none, some k => star (V k)
    | some k, none => V k
    | some k, some l => if k = l then (e k : ℂ) else 0
```

`secular` is F.

```lean
omit [DecidableEq ι] in
/-- The secular function `E - ea - ∑ |V k|² / (E - e k)`, for `E` different from all `e k`. -/
def secular (ea : ℝ) (e : ι → ℝ) (V : ι → ℂ) (E : ℝ) : ℝ :=
  E - ea - ∑ k, ‖V k‖ ^ 2 / (E - e k)
```

Despite its name, `levels` holds the zeros of F, not the bare energies `e k`. It excludes the poles explicitly, because Lean evaluates division by zero as 0. Every zero is called a quasiparticle energy here, whereas many-body texts often keep that word for the dominant line.

```lean
/-- The quasiparticle energies: the zeros of the secular function away from the `e k`. -/
def levels (ea : ℝ) (e : ι → ℝ) (V : ι → ℂ) : Set ℝ :=
  {E | (∀ k, E ≠ e k) ∧ secular ea e V E = 0}
```

`weight` is Z, and `dressed` is the unnormalised vector d.

```lean
/-- The quasiparticle weight `1 / (1 + ∑ |V k|² / (E - e k)²)`, for `E` different from
all `e k`. -/
def weight (e : ι → ℝ) (V : ι → ℂ) (E : ℝ) : ℝ :=
  1 / (1 + ∑ k, ‖V k‖ ^ 2 / (E - e k) ^ 2)

/-- The unnormalised dressed state with amplitude `1` on the discrete level and
`V k / (E - e k)` on level `k`, for `E` different from all `e k`. -/
def dressed (e : ι → ℝ) (V : ι → ℂ) (E : ℝ) : Option ι → ℂ
  | none => 1
  | some k => V k / ((E - e k : ℝ) : ℂ)
```

Restricting to real E loses no zeros. The imaginary part of the equation is Im z times a factor of at least 1, so Im z = 0.

```lean
omit [DecidableEq ι] in
/-- Every complex zero of the secular function is real. -/
theorem complex_zero_real (ea : ℝ) (e : ι → ℝ) (V : ι → ℂ) {z : ℂ}
    (h : z - ea - ∑ k, ((‖V k‖ ^ 2 : ℝ) : ℂ) / (z - e k) = 0) : z.im = 0 := by
  have ht : ∀ k, (((‖V k‖ ^ 2 : ℝ) : ℂ) / (z - e k)).im
      = -(z.im * (‖V k‖ ^ 2 / Complex.normSq (z - e k))) := by
    intro k
    rw [Complex.div_im]
    simp only [Complex.ofReal_im, Complex.ofReal_re, Complex.sub_im]
    ring
  have h1 := congrArg Complex.im h
  rw [Complex.sub_im, Complex.sub_im, Complex.im_sum, Finset.sum_congr rfl fun k _ => ht k,
    Finset.sum_neg_distrib, ← Finset.mul_sum, Complex.ofReal_im, Complex.zero_im] at h1
  have hs : 0 ≤ ∑ k, ‖V k‖ ^ 2 / Complex.normSq (z - e k) :=
    Finset.sum_nonneg fun k _ => div_nonneg (sq_nonneg _) (Complex.normSq_nonneg _)
  have h2 : z.im * (1 + ∑ k, ‖V k‖ ^ 2 / Complex.normSq (z - e k)) = 0 := by
    linear_combination h1
  exact (mul_eq_zero.mp h2).resolve_right (by linarith)
```

## Eigenstates and overlaps

After checking that H is Hermitian entry by entry, the next proof takes the eigenbasis from Mathlib. Column j of `U` is u^j, and `lam j` is λ_j.

```lean
/-- The Hamiltonian is diagonalised by a unitary matrix, with real energies. -/
theorem exists_eigenbasis (ea : ℝ) (e : ι → ℝ) (V : ι → ℂ) :
    ∃ (U : Matrix (Option ι) (Option ι) ℂ) (lam : Option ι → ℝ), U * Uᴴ = 1 ∧
      hamiltonian ea e V * U = U * diagonal (fun j => (lam j : ℂ)) := by
  have hH : (hamiltonian ea e V).IsHermitian := by
    ext i j
    rcases i with _ | k <;> rcases j with _ | l
    · simp [hamiltonian]
    · simp [hamiltonian]
    · simp [hamiltonian]
    · by_cases hkl : k = l
      · subst hkl
        simp [hamiltonian]
      · simp [hamiltonian, hkl, Ne.symm hkl]
  refine ⟨hH.eigenvectorUnitary, hH.eigenvalues,
    Matrix.mem_unitaryGroup_iff.mp hH.eigenvectorUnitary.2, ?_⟩
  ext i j
  rw [mul_diagonal]
  refine Eq.trans ?_ ((congrFun (hH.mulVec_eigenvectorBasis j) i).trans ?_)
  · simp [Matrix.mul_apply, mulVec, dotProduct, Matrix.IsHermitian.eigenvectorUnitary_apply]
  · simp [Matrix.IsHermitian.eigenvectorUnitary_apply, mul_comm]
```

Row k of the eigenvalue equation relates the two amplitudes.

```lean
/-- In an eigenstate `u` of energy `E`, the amplitudes on level `k` and on the discrete level
obey `V k * u_a = (E - e k) * u_k`. -/
theorem bath_amplitude {ea : ℝ} {e : ι → ℝ} {V : ι → ℂ} {u : Option ι → ℂ} {E : ℝ}
    (h : hamiltonian ea e V *ᵥ u = (E : ℂ) • u) (k : ι) :
    V k * u none = ((E - e k : ℝ) : ℂ) * u (some k) := by
  have h1 := congrFun h (some k)
  simp [mulVec, dotProduct, Fintype.sum_option, hamiltonian] at h1
  push_cast
  linear_combination h1
```

The next lemma uses `hV` to exclude the poles. Then `hsum` eliminates the amplitudes u_k from row a, leaving F(E) u_a = 0.

```lean
/-- If all couplings are nonzero, an eigenstate with nonzero amplitude on the discrete level
has a quasiparticle energy. -/
theorem mem_levels_of_overlap {ea : ℝ} {e : ι → ℝ} {V : ι → ℂ} (hV : ∀ k, V k ≠ 0)
    {u : Option ι → ℂ} {E : ℝ} (h : hamiltonian ea e V *ᵥ u = (E : ℂ) • u)
    (h0 : u none ≠ 0) : E ∈ levels ea e V := by
  have hne : ∀ k, E ≠ e k := by
    intro k hk
    have h1 := bath_amplitude h k
    rw [sub_eq_zero.mpr hk, Complex.ofReal_zero, zero_mul] at h1
    exact mul_ne_zero (hV k) h0 h1
  refine ⟨hne, ?_⟩
  have h1 := congrFun h none
  simp only [mulVec, dotProduct, Fintype.sum_option, hamiltonian, Matrix.of_apply,
    Pi.smul_apply, smul_eq_mul] at h1
  -- eliminate the other amplitudes from the row of the discrete level
  have hsum : ∑ k, star (V k) * u (some k)
      = ((∑ k, ‖V k‖ ^ 2 / (E - e k) : ℝ) : ℂ) * u none := by
    rw [Complex.ofReal_sum, Finset.sum_mul]
    refine Finset.sum_congr rfl fun k _ => ?_
    have hr : ((E - e k : ℝ) : ℂ) ≠ 0 := Complex.ofReal_ne_zero.mpr (sub_ne_zero.mpr (hne k))
    have hk : u (some k) = V k * u none / ((E - e k : ℝ) : ℂ) := by
      rw [eq_div_iff hr, bath_amplitude h k, mul_comm]
    rw [hk, Complex.ofReal_div, Complex.ofReal_pow, ← Complex.conj_mul', Complex.star_def]
    ring
  have h2 : ((secular ea e V E : ℝ) : ℂ) * u none = 0 := by
    rw [secular, Complex.ofReal_sub, Complex.ofReal_sub]
    linear_combination hsum - h1
  exact Complex.ofReal_eq_zero.mp ((mul_eq_zero.mp h2).resolve_right h0)
```

The converse checks the two kinds of row for d.

```lean
/-- At a quasiparticle energy `E` the dressed state is an eigenstate of energy `E`. -/
theorem hamiltonian_mulVec_dressed {ea : ℝ} {e : ι → ℝ} {V : ι → ℂ} {E : ℝ}
    (hE : E ∈ levels ea e V) :
    hamiltonian ea e V *ᵥ dressed e V E = (E : ℂ) • dressed e V E := by
  ext i
  rcases i with _ | k
  · have hs := congrArg Complex.ofReal hE.2
    rw [secular, Complex.ofReal_sub, Complex.ofReal_sub, Complex.ofReal_sum,
      Complex.ofReal_zero] at hs
    have ht : ∑ k, star (V k) * (V k / ((E - e k : ℝ) : ℂ))
        = ∑ k, ((‖V k‖ ^ 2 / (E - e k) : ℝ) : ℂ) := by
      refine Finset.sum_congr rfl fun k _ => ?_
      rw [Complex.ofReal_div, Complex.ofReal_pow, ← Complex.conj_mul', Complex.star_def]
      ring
    simp only [mulVec, dotProduct, Fintype.sum_option, hamiltonian, Matrix.of_apply,
      Pi.smul_apply, smul_eq_mul, dressed]
    linear_combination ht - hs
  · have hr : (E : ℂ) - (e k : ℂ) ≠ 0 := by
      exact_mod_cast sub_ne_zero.mpr (hE.1 k)
    simp only [mulVec, dotProduct, Fintype.sum_option, hamiltonian, Matrix.of_apply,
      Pi.smul_apply, smul_eq_mul, dressed, ite_mul, zero_mul, Finset.sum_ite_eq,
      Finset.mem_univ, if_true, Complex.ofReal_sub]
    field_simp
    ring
```

In the overlap formula, `hterm` treats the cases λ_j = E and λ_j ≠ E separately. In the second, `h6` states (λ_j − E)⟨u^j, d⟩ = 0. Summing over j and dividing by N(E) gives the result. The sum over λ_j = E has in fact a single term: since E differs from all e_k, every eigenstate of energy E is a multiple of d.

```lean
/-- The weight of a quasiparticle energy `E` is the total squared overlap of the discrete level
with the eigenstates of energy `E` in an orthonormal eigenbasis. -/
theorem weight_eq_overlap {ea : ℝ} {e : ι → ℝ} {V : ι → ℂ}
    {U : Matrix (Option ι) (Option ι) ℂ} {lam : Option ι → ℝ} (hU : U * Uᴴ = 1)
    (hHU : hamiltonian ea e V * U = U * diagonal (fun j => (lam j : ℂ)))
    {E : ℝ} (hE : E ∈ levels ea e V) :
    weight e V E = ∑ j, if lam j = E then ‖U none j‖ ^ 2 else 0 := by
  have hU' : Uᴴ * U = 1 := mul_eq_one_comm.mp hU
  have h1 : Uᴴ * hamiltonian ea e V = diagonal (fun j => (lam j : ℂ)) * Uᴴ := by
    calc Uᴴ * hamiltonian ea e V = Uᴴ * (hamiltonian ea e V * U) * Uᴴ := by
          rw [mul_assoc, mul_assoc, hU, mul_one]
      _ = _ := by rw [hHU, ← mul_assoc, hU', one_mul]
  have h2 : Uᴴ *ᵥ (hamiltonian ea e V *ᵥ dressed e V E)
      = diagonal (fun j => (lam j : ℂ)) *ᵥ (Uᴴ *ᵥ dressed e V E) := by
    rw [mulVec_mulVec, h1, ← mulVec_mulVec]
  rw [hamiltonian_mulVec_dressed hE, mulVec_smul] at h2
  -- expand the dressed state in the eigenbasis and read off its discrete amplitude
  have h3 : U *ᵥ (Uᴴ *ᵥ dressed e V E) = dressed e V E := by
    rw [mulVec_mulVec, hU, one_mulVec]
  have h4 : ∑ j, U none j * (Uᴴ *ᵥ dressed e V E) j = 1 := congrFun h3 none
  have hterm : ∀ j, U none j * (Uᴴ *ᵥ dressed e V E) j
      = (((if lam j = E then ‖U none j‖ ^ 2 else 0) *
          (1 + ∑ k, ‖V k‖ ^ 2 / (E - e k) ^ 2) : ℝ) : ℂ) := by
    intro j
    by_cases hj : lam j = E
    · have hcol : hamiltonian ea e V *ᵥ (fun i => U i j) = (E : ℂ) • (fun i => U i j) := by
        ext i
        have h5 := congrFun (congrFun hHU i) j
        rw [mul_diagonal, hj] at h5
        exact h5.trans (mul_comm _ _)
      have hc : (Uᴴ *ᵥ dressed e V E) j
          = star (U none j) * ((1 + ∑ k, ‖V k‖ ^ 2 / (E - e k) ^ 2 : ℝ) : ℂ) := by
        simp only [mulVec, dotProduct, conjTranspose_apply, Fintype.sum_option, dressed]
        rw [Complex.ofReal_add, Complex.ofReal_one, Complex.ofReal_sum, mul_add,
          Finset.mul_sum]
        congr 1
        refine Finset.sum_congr rfl fun k _ => ?_
        have hr : ((E - e k : ℝ) : ℂ) ≠ 0 :=
          Complex.ofReal_ne_zero.mpr (sub_ne_zero.mpr (hE.1 k))
        have hk : U (some k) j = V k * U none j / ((E - e k : ℝ) : ℂ) := by
          rw [eq_div_iff hr, mul_comm]
          exact (bath_amplitude hcol k).symm
        rw [hk, Complex.ofReal_div, Complex.ofReal_pow, Complex.ofReal_pow,
          ← Complex.conj_mul']
        simp only [Complex.star_def, map_mul, map_div₀, Complex.conj_ofReal]
        ring
      rw [hc, if_pos hj, Complex.ofReal_mul, Complex.ofReal_pow, ← Complex.mul_conj',
        Complex.star_def]
      ring
    · have h5 := congrFun h2 j
      simp only [Pi.smul_apply, smul_eq_mul, mulVec_diagonal] at h5
      have h6 : ((lam j - E : ℝ) : ℂ) * (Uᴴ *ᵥ dressed e V E) j = 0 := by
        rw [Complex.ofReal_sub]
        linear_combination -h5
      have h7 := (mul_eq_zero.mp h6).resolve_left
        (Complex.ofReal_ne_zero.mpr (sub_ne_zero.mpr hj))
      rw [h7, if_neg hj, mul_zero, zero_mul, Complex.ofReal_zero]
  rw [Finset.sum_congr rfl fun j _ => hterm j, ← Complex.ofReal_sum, ← Finset.sum_mul] at h4
  have h8 := Complex.ofReal_injective (h4.trans Complex.ofReal_one.symm)
  have hN : 0 < 1 + ∑ k, ‖V k‖ ^ 2 / (E - e k) ^ 2 := by positivity
  rw [weight, div_eq_iff hN.ne']
  exact h8.symm
```

A zero outside the range of `lam` would have weight 0, which contradicts Z > 0.

```lean
/-- There are finitely many quasiparticle energies. -/
theorem levels_finite (ea : ℝ) (e : ι → ℝ) (V : ι → ℂ) : (levels ea e V).Finite := by
  obtain ⟨U, lam, hU, hHU⟩ := exists_eigenbasis ea e V
  refine (Set.finite_range lam).subset fun E hE => ?_
  by_contra hn
  have h1 := weight_eq_overlap hU hHU hE
  rw [Finset.sum_eq_zero fun j _ => if_neg fun hj => hn ⟨j, hj⟩] at h1
  have h2 : 0 < weight e V E := by
    unfold weight
    positivity
  exact h2.ne' h1
```

## Moments and sum rules

`moment` says that, for nonzero couplings and every natural number m, the sum of Z(E) E^m over the finite set of zeros equals (H^m)_aa. The proof diagonalises H^m, exchanges the sums over E and j, and uses `mem_levels_of_overlap` to discard eigenstates whose energy is not a zero.

```lean
/-- For nonzero couplings, the `m`-th moment of the quasiparticle weights is the diagonal
element of `H ^ m` on the discrete level. -/
theorem moment (ea : ℝ) (e : ι → ℝ) (V : ι → ℂ) (hV : ∀ k, V k ≠ 0) (m : ℕ) :
    ((∑ E ∈ (levels_finite ea e V).toFinset, weight e V E * E ^ m : ℝ) : ℂ)
      = (hamiltonian ea e V ^ m) none none := by
  obtain ⟨U, lam, hU, hHU⟩ := exists_eigenbasis ea e V
  have hpow : hamiltonian ea e V ^ m * U = U * diagonal (fun j => (lam j : ℂ)) ^ m := by
    induction m with
    | zero => rw [pow_zero, pow_zero, one_mul, mul_one]
    | succ m ih => rw [pow_succ, mul_assoc, hHU, ← mul_assoc, ih, mul_assoc, ← pow_succ]
  have hspec : hamiltonian ea e V ^ m = U * diagonal (fun j => (lam j : ℂ)) ^ m * Uᴴ := by
    rw [← hpow, mul_assoc, hU, mul_one]
  have hm : (hamiltonian ea e V ^ m) none none
      = ∑ j, ((lam j ^ m * ‖U none j‖ ^ 2 : ℝ) : ℂ) := by
    rw [hspec, diagonal_pow, Matrix.mul_apply]
    refine Finset.sum_congr rfl fun j _ => ?_
    rw [mul_diagonal, conjTranspose_apply, Pi.pow_apply, Complex.ofReal_mul,
      Complex.ofReal_pow, Complex.ofReal_pow, ← Complex.mul_conj', Complex.star_def]
    ring
  rw [hm, ← Complex.ofReal_sum]
  congr 1
  -- group the eigenstates by energy
  calc ∑ E ∈ (levels_finite ea e V).toFinset, weight e V E * E ^ m
      = ∑ E ∈ (levels_finite ea e V).toFinset,
          ∑ j, if lam j = E then lam j ^ m * ‖U none j‖ ^ 2 else 0 := by
        refine Finset.sum_congr rfl fun E hE => ?_
        rw [weight_eq_overlap hU hHU ((levels_finite ea e V).mem_toFinset.mp hE),
          Finset.sum_mul]
        refine Finset.sum_congr rfl fun j _ => ?_
        by_cases hj : lam j = E
        · rw [if_pos hj, if_pos hj, hj, mul_comm]
        · rw [if_neg hj, if_neg hj, zero_mul]
    _ = ∑ j, lam j ^ m * ‖U none j‖ ^ 2 := by
        rw [Finset.sum_comm]
        refine Finset.sum_congr rfl fun j _ => ?_
        rw [Finset.sum_ite_eq]
        by_cases hj : lam j ∈ (levels_finite ea e V).toFinset
        · rw [if_pos hj]
        · have h0 : U none j = 0 := by
            by_contra h0
            refine hj ((levels_finite ea e V).mem_toFinset.mpr
              (mem_levels_of_overlap hV (u := fun i => U i j) ?_ h0))
            ext i
            have h5 := congrFun (congrFun hHU i) j
            rw [mul_diagonal] at h5
            exact h5.trans (mul_comm _ _)
          rw [if_neg hj, h0, norm_zero]
          ring
```

`sum_rules` states the two claims together, with no assumption that the `e k` are distinct. It reads off the cases m = 0 and m = 1.

```lean
/-- Sum rules: for nonzero couplings the quasiparticle weights add up to one, and the weighted
mean of the quasiparticle energies is the bare energy `ea`. -/
theorem sum_rules (ea : ℝ) (e : ι → ℝ) (V : ι → ℂ) (hV : ∀ k, V k ≠ 0) :
    ∑ E ∈ (levels_finite ea e V).toFinset, weight e V E = 1 ∧
    ∑ E ∈ (levels_finite ea e V).toFinset, weight e V E * E = ea := by
  constructor
  · have h : (hamiltonian ea e V ^ 0) none none = ((1 : ℝ) : ℂ) := by simp
    have h0 := Complex.ofReal_injective ((moment ea e V hV 0).trans h)
    simpa only [pow_zero, mul_one] using h0
  · have h : (hamiltonian ea e V ^ 1) none none = (ea : ℂ) := by simp [hamiltonian]
    have h1 := Complex.ofReal_injective ((moment ea e V hV 1).trans h)
    simpa only [pow_one] using h1
```

For m = 2, multiplying out H² gives the second moment. With the mean e_a, the variance of the energy is Σ_k |V_k|².

```lean
/-- For nonzero couplings, the second moment of the quasiparticle weights is
`ea² + ∑ |V k|²`. -/
theorem second_moment (ea : ℝ) (e : ι → ℝ) (V : ι → ℂ) (hV : ∀ k, V k ≠ 0) :
    ∑ E ∈ (levels_finite ea e V).toFinset, weight e V E * E ^ 2
      = ea ^ 2 + ∑ k, ‖V k‖ ^ 2 := by
  have h : (hamiltonian ea e V ^ 2) none none = ((ea ^ 2 + ∑ k, ‖V k‖ ^ 2 : ℝ) : ℂ) := by
    rw [pow_two, Matrix.mul_apply, Fintype.sum_option]
    simp [hamiltonian, Complex.conj_mul', pow_two]
  exact Complex.ofReal_injective ((moment ea e V hV 2).trans h)

end

end QuasiparticleWeight
```

```lean
#print axioms QuasiparticleWeight.complex_zero_real
-- 'QuasiparticleWeight.complex_zero_real' depends on axioms: [propext, Classical.choice, Quot.sound]
#print axioms QuasiparticleWeight.sum_rules
-- 'QuasiparticleWeight.sum_rules' depends on axioms: [propext, Classical.choice, Quot.sound]
#print axioms QuasiparticleWeight.second_moment
-- 'QuasiparticleWeight.second_moment' depends on axioms: [propext, Classical.choice, Quot.sound]
```
